# On an open qubit chain, $X_iX_{i+r}$ is an ordered string of Jordan-Wigner Majorana operators

A product of two distant spin operators on a qubit chain can be rewritten in fermionic operators. Here an operator on $n$ qubits is a complex matrix whose rows and columns are labelled by spin configurations, and a tensor product has as entries the products of its one-site entries. No flattening into a $2^n\times 2^n$ array is needed, so no bit order enters the proof.

Sites are numbered from 0. With $\sigma=\begin{pmatrix}0&1\\0&0\end{pmatrix}$ and the Pauli matrices $X$ and $Z=\mathrm{diag}(1,-1)$, the Jordan-Wigner operator $a_j$ has $Z$ on every site before $j$, $\sigma$ on site $j$ and the identity after it. Set $A_j=a_j^\dagger+a_j$ and $B_j=a_j^\dagger-a_j$, and let $X_j$ be $X$ acting on site $j$ alone. For $i+r<n$,

$$B_iA_{i+1}\,B_{i+1}A_{i+2}\cdots B_{i+r-1}A_{i+r}=X_iX_{i+r}.$$

On three qubits this gives $B_0A_1=X\otimes X\otimes 1$ and $B_0A_1B_1A_2=X\otimes 1\otimes X$.

## Spin correlations in free-fermion codes

A code for the open transverse-field Ising chain, with coupling $X_jX_{j+1}$ and the field along $Z$, that stores only two-point functions of $A_j$ and $B_j$ can use this identity to obtain $\langle X_iX_{i+r}\rangle$, provided that the state is Gaussian, as for non-interacting fermions in thermal equilibrium. Wick's theorem then reduces the expectation value of the string to those two-point functions.

## Cancelling the strings by hand

Put $W=\sigma^\dagger-\sigma=\begin{pmatrix}0&-1\\1&0\end{pmatrix}$. Direct multiplication gives

$$Z^2=X^2=1,\quad W^2=-1,\quad WZ=X,$$

and any two different matrices among $X$, $Z$, $W$ anticommute.

Since $Z$ and $1$ are Hermitian, the adjoint of $a_j$ changes only the factor on site $j$. Adding and subtracting therefore also happens on that site alone:

$$A_j=Z\otimes\cdots\otimes Z\otimes X\otimes1\otimes\cdots,\qquad B_j=Z\otimes\cdots\otimes Z\otimes W\otimes1\otimes\cdots.$$

**Anticommutation.** Take two such operators on sites $i<j$. Before site $i$ both orders give $Z^2=1$. On site $i$, the end factor $X$ or $W$ of the shorter string meets a $Z$, and exchanging them gives a minus sign. On later sites one factor is the identity. Hence the operators anticommute. On equal sites, $A_j^2=1$ and $B_j^2=-1$, while $A_jB_j=-B_jA_j$ because $XW=-WX$.

**Neighbouring sites.** In $B_jA_{j+1}$ the sites before $j$ carry $Z^2=1$, site $j$ carries $WZ=X$, site $j+1$ carries $1\cdot X=X$, and the rest carry the identity. So $B_jA_{j+1}=X_jX_{j+1}$.

**Longer distances.** For $r=0$ the empty product is $1=X_i^2$. If the identity holds for $r$ and $i+r+1<n$, appending the next pair gives

$$X_iX_{i+r}\,X_{i+r}X_{i+r+1}=X_iX_{i+r+1}.$$

The order inside each pair is where a sign is easily lost. Since $ZW=-X$, the reversed pair is $A_{j+1}B_j=-X_jX_{j+1}$. Reversing every pair multiplies the string by $(-1)^r$, so a check at $r=2$ alone misses the error, whereas $r=1$ reveals it.

## The Lean source

```lean
import Mathlib

open Matrix

namespace MajoranaSpinStrings

noncomputable section

/-- Operators on a single qubit. -/
abbrev Site := Matrix (Fin 2) (Fin 2) ℂ

/-- The Pauli matrix X. -/
def X : Site := !![0, 1; 1, 0]

/-- The Pauli matrix Z. -/
def Z : Site := !![1, 0; 0, -1]

/-- The one-site lowering matrix σ. -/
def lower : Site := !![0, 1; 0, 0]

/-- The real antisymmetric matrix W = σ† − σ. -/
def W : Site := !![0, -1; 1, 0]

/-- The tensor product of one-site operators, as a matrix between spin configurations. -/
def tensor {n : ℕ} (f : Fin n → Site) : Matrix (Fin n → Fin 2) (Fin n → Fin 2) ℂ :=
  Matrix.of fun s t => ∏ i, f i (s i) (t i)

/-- The operator P acting on site j < n of n qubits, with sites numbered from 0. -/
def site (n j : ℕ) (P : Site) : Matrix (Fin n → Fin 2) (Fin n → Fin 2) ℂ :=
  tensor fun i : Fin n => if (i : ℕ) = j then P else 1

/-- The operator P on site j < n, preceded by a Z on every earlier site. -/
def jwString (n j : ℕ) (P : Site) : Matrix (Fin n → Fin 2) (Fin n → Fin 2) ℂ :=
  tensor fun i : Fin n => if (i : ℕ) < j then Z else if (i : ℕ) = j then P else 1

/-- The Jordan-Wigner operator a_j on n qubits, for j < n. -/
def a (n j : ℕ) := jwString n j lower

/-- The Majorana operator A_j = a_j† + a_j, for j < n. -/
def A (n j : ℕ) := (a n j)ᴴ + a n j

/-- The Majorana operator B_j = a_j† − a_j, for j < n. -/
def B (n j : ℕ) := (a n j)ᴴ - a n j

/-- The squares and mutual anticommutators of the one-site matrices X, Z and W, and the product W Z
= X. -/
theorem site_algebra : Z * Z = 1 ∧ X * X = 1 ∧ W * W = -1 ∧ W * Z = X ∧
    X * Z + Z * X = 0 ∧ W * Z + Z * W = 0 ∧ X * W + W * X = 0 := by
  refine ⟨?_, ?_, ?_, ?_, ?_, ?_, ?_⟩ <;> ext i j <;> fin_cases i <;> fin_cases j <;>
    simp [X, Z, W, Matrix.mul_apply, Fin.sum_univ_succ]

/-- Tensor products of operators multiply site by site. -/
theorem tensor_mul {n : ℕ} (f g : Fin n → Site) :
    tensor f * tensor g = tensor fun i => f i * g i := by
  ext s t
  simp only [tensor, Matrix.mul_apply, Matrix.of_apply, ← Finset.prod_mul_distrib]
  rw [Finset.prod_univ_sum, Fintype.piFinset_univ]

/-- The tensor product of one-site identities is the identity. -/
theorem tensor_one {n : ℕ} : tensor (fun _ : Fin n => (1 : Site)) = 1 := by
  ext s t
  by_cases h : s = t
  · subst h
    simp [tensor]
  · obtain ⟨i, hi⟩ := Function.ne_iff.mp h
    rw [Matrix.one_apply_ne h]
    simp only [tensor, Matrix.of_apply]
    exact Finset.prod_eq_zero (Finset.mem_univ i) (Matrix.one_apply_ne hi)

/-- Two tensor products that agree away from site k add up by adding their factors at k. -/
theorem tensor_add {n : ℕ} (k : Fin n) (f g h : Fin n → Site) (hk : h k = f k + g k)
    (hf : ∀ i, i ≠ k → f i = h i) (hg : ∀ i, i ≠ k → g i = h i) :
    tensor f + tensor g = tensor h := by
  ext s t
  simp only [tensor, Matrix.add_apply, Matrix.of_apply]
  -- isolate the factor at site k
  have key : ∀ u : Fin n → Site, ∏ i, u i (s i) (t i) =
      u k (s k) (t k) * ∏ i ∈ Finset.univ.erase k, u i (s i) (t i) := fun u =>
    (Finset.mul_prod_erase Finset.univ (fun i => u i (s i) (t i)) (Finset.mem_univ k)).symm
  have e1 : ∏ i ∈ Finset.univ.erase k, f i (s i) (t i) =
      ∏ i ∈ Finset.univ.erase k, h i (s i) (t i) :=
    Finset.prod_congr rfl fun i hi => by rw [hf i (Finset.ne_of_mem_erase hi)]
  have e2 : ∏ i ∈ Finset.univ.erase k, g i (s i) (t i) =
      ∏ i ∈ Finset.univ.erase k, h i (s i) (t i) :=
    Finset.prod_congr rfl fun i hi => by rw [hg i (Finset.ne_of_mem_erase hi)]
  rw [key f, key g, key h, e1, e2, hk, Matrix.add_apply]
  ring

/-- Two tensor products that are opposite at site k and agree elsewhere cancel. -/
theorem tensor_cancel {n : ℕ} (k : Fin n) (f g : Fin n → Site) (hk : f k + g k = 0)
    (h : ∀ i, i ≠ k → f i = g i) : tensor f + tensor g = 0 := by
  rw [tensor_add k f g (Function.update f k 0) (by simp [hk])
    (fun i hi => by simp [hi]) (fun i hi => by simp [hi, h i hi])]
  ext s t
  simp only [tensor, Matrix.of_apply, Matrix.zero_apply]
  exact Finset.prod_eq_zero (Finset.mem_univ k) (by simp)

/-- On a site j of the chain, A_j is a Z-string ending in X and B_j a Z-string ending in W. -/
theorem majorana_eq {n j : ℕ} (hj : j < n) :
    A n j = jwString n j X ∧ B n j = jwString n j W := by
  have hadd : ∀ P Q : Site, jwString n j P + jwString n j Q = jwString n j (P + Q) := by
    intro P Q
    unfold jwString
    apply tensor_add ⟨j, hj⟩
    · simp
    all_goals
      intro i hi
      have hi' : (i : ℕ) ≠ j := fun h => hi (Fin.ext h)
      simp [hi']
  have hZ : ∀ p q, star (Z p q) = Z q p := by
    intro p q
    fin_cases p <;> fin_cases q <;> simp [Z]
  have h1 : ∀ p q, star ((1 : Site) p q) = (1 : Site) q p := by
    intro p q
    fin_cases p <;> fin_cases q <;> simp
  -- the adjoint acts only on the end of the string
  have hdag : (jwString n j lower)ᴴ = jwString n j lowerᴴ := by
    ext s t
    simp only [jwString, tensor, Matrix.conjTranspose_apply, Matrix.of_apply, star_prod]
    refine Finset.prod_congr rfl fun i _ => ?_
    split_ifs
    · exact hZ _ _
    · rfl
    · exact h1 _ _
  have hX : lowerᴴ + lower = X := by
    ext p q
    fin_cases p <;> fin_cases q <;> simp [lower, X, Matrix.conjTranspose_apply]
  have hW : W + lower = lowerᴴ := by
    ext p q
    fin_cases p <;> fin_cases q <;> simp [lower, W, Matrix.conjTranspose_apply]
  constructor
  · rw [A, a, hdag, hadd, hX]
  · rw [B, a, hdag, sub_eq_iff_eq_add, hadd, hW]

/-- The Majorana anticommutation relations on sites i and j of the chain: the A's square to 1,
the B's square to −1, and different Majorana operators anticommute. -/
theorem majorana_anticommutation {n i j : ℕ} (hi : i < n) (hj : j < n) :
    A n i * A n j + A n j * A n i = (if i = j then 2 else 0) ∧
    B n i * B n j + B n j * B n i = (if i = j then -2 else 0) ∧
    A n i * B n j + B n j * A n i = 0 := by
  obtain ⟨hZZ, hXX, hWW, -, hXZ, hWZ, hXW⟩ := site_algebra
  -- on different sites the sign comes from the end of the shorter string
  have anti : ∀ {k l : ℕ} {P Q : Site}, k < l → k < n → P * Z + Z * P = 0 →
      jwString n k P * jwString n l Q + jwString n l Q * jwString n k P = 0 := by
    intro k l P Q hkl hk hP
    unfold jwString
    rw [tensor_mul, tensor_mul]
    apply tensor_cancel ⟨k, hk⟩
    · simpa [hkl] using hP
    · intro m hm
      have hm' : (m : ℕ) ≠ k := fun h => hm (Fin.ext h)
      split_ifs <;> first | omega | simp
  rw [(majorana_eq hi).1, (majorana_eq hj).1, (majorana_eq hi).2, (majorana_eq hj).2]
  rcases lt_trichotomy i j with h | h | h
  · rw [if_neg h.ne, if_neg h.ne]
    exact ⟨anti h hi hXZ, anti h hi hWZ, anti h hi hXZ⟩
  · subst h
    rw [if_pos rfl, if_pos rfl]
    have hA : jwString n i X * jwString n i X = 1 := by
      unfold jwString
      rw [tensor_mul, ← tensor_one]
      congr 1
      funext m
      split_ifs <;> simp [hZZ, hXX]
    have hB : jwString n i W * jwString n i W + 1 = 0 := by
      unfold jwString
      rw [tensor_mul, ← tensor_one]
      apply tensor_cancel ⟨i, hi⟩
      · simp [hWW]
      · intro m hm
        have hm' : (m : ℕ) ≠ i := fun h => hm (Fin.ext h)
        split_ifs <;> simp [hZZ]
    refine ⟨?_, ?_, ?_⟩
    · rw [hA]
      norm_num
    · rw [eq_neg_of_add_eq_zero_left hB]
      norm_num
    · unfold jwString
      rw [tensor_mul, tensor_mul]
      apply tensor_cancel ⟨i, hi⟩
      · simpa using hXW
      · intro m hm
        have hm' : (m : ℕ) ≠ i := fun h => hm (Fin.ext h)
        split_ifs <;> simp
  · rw [if_neg h.ne', if_neg h.ne']
    exact ⟨(add_comm _ _).trans (anti h hj hXZ), (add_comm _ _).trans (anti h hj hWZ),
      (add_comm _ _).trans (anti h hj hWZ)⟩

/-- For neighbouring sites of the chain, B_j A_{j+1} = X_j X_{j+1}. -/
theorem neighbour_bond {n j : ℕ} (h : j + 1 < n) :
    B n j * A n (j + 1) = site n j X * site n (j + 1) X := by
  obtain ⟨hZZ, -, -, hWZ, -⟩ := site_algebra
  rw [(majorana_eq (by omega : j < n)).2, (majorana_eq h).1]
  unfold jwString site
  rw [tensor_mul, tensor_mul]
  congr 1
  funext i
  split_ifs <;> first | omega | simp [hZZ, hWZ]

/-- The operator X_i X_{i+r} on a chain of n > i + r qubits is the Majorana string B_i A_{i+1}
B_{i+1} A_{i+2} ⋯ B_{i+r−1} A_{i+r}. -/
theorem spin_correlator_eq_majorana_string {n i r : ℕ} (h : i + r < n) :
    ((List.range r).map fun k => B n (i + k) * A n (i + k + 1)).prod =
      site n i X * site n (i + r) X := by
  have hsq : ∀ j, site n j X * site n j X = 1 := by
    intro j
    unfold site
    rw [tensor_mul, ← tensor_one]
    congr 1
    funext m
    split_ifs <;> simp [site_algebra.2.1]
  induction r with
  | zero => simp [hsq]
  | succ r ih =>
    rw [List.range_succ, List.map_append, List.prod_append, ih (by omega)]
    simp only [List.map_cons, List.map_nil, List.prod_cons, List.prod_nil, mul_one]
    rw [neighbour_bond (by omega)]
    -- the intermediate spin appears twice and drops out
    show _ = site n i X * site n (i + r + 1) X
    rw [mul_assoc, ← mul_assoc (site n (i + r) X), hsq, one_mul]

/-- On three qubits, numbered 0, 1, 2, the Majorana strings B₀A₁ and B₀A₁B₁A₂ are
X ⊗ X ⊗ 1 and X ⊗ 1 ⊗ X. -/
theorem three_qubits :
    B 3 0 * A 3 1 = tensor ![X, X, 1] ∧
    B 3 0 * A 3 1 * B 3 1 * A 3 2 = tensor ![X, 1, X] := by
  have h1 : B 3 0 * A 3 1 = site 3 0 X * site 3 1 X := neighbour_bond (by norm_num)
  have h2 : B 3 1 * A 3 2 = site 3 1 X * site 3 2 X := neighbour_bond (by norm_num)
  constructor
  · rw [h1]
    simp only [site, tensor_mul]
    congr 1
    funext i
    fin_cases i <;> simp
  · rw [mul_assoc, h1, h2]
    simp only [site, tensor_mul]
    congr 1
    funext i
    fin_cases i <;> simp [site_algebra.2.1]

end

end MajoranaSpinStrings
```

```lean
#print axioms MajoranaSpinStrings.majorana_anticommutation
#print axioms MajoranaSpinStrings.spin_correlator_eq_majorana_string
#print axioms MajoranaSpinStrings.three_qubits
```

```
'MajoranaSpinStrings.majorana_anticommutation' depends on axioms: [propext, Classical.choice, Quot.sound]
'MajoranaSpinStrings.spin_correlator_eq_majorana_string' depends on axioms: [propext, Classical.choice, Quot.sound]
'MajoranaSpinStrings.three_qubits' depends on axioms: [propext, Classical.choice, Quot.sound]
```

## Reading the theorems

A configuration is a function `Fin n → Fin 2`, and `tensor f` is the tensor product with factor `f i` on site `i`. The operator $X_j$ is `site n j X`, and `jwString n j P` is a $Z$-string ending in `P`. The matrix $\sigma$ is called `lower`; it lowers the fermion occupation, with the first basis state empty.

The theorem `spin_correlator_eq_majorana_string` is the identity for general $r$. Its left side is the product of a list, which keeps the factors in order. The word "correlator" in its name refers to the operator $X_iX_{i+r}$, not to an expectation value. Site labels are natural numbers, and the hypothesis `i + r < n` keeps them on the chain. The theorem `three_qubits` writes out the strings with $i=0$ and $r=1,2$ for $n=3$.

In `majorana_anticommutation`, the numbers `2` and `-2` are multiples of the identity matrix. Many texts use Hermitian Majorana operators that all square to $1$; here $B_j$ is anti-Hermitian, and $iB_j$ (with the imaginary unit) is the Hermitian version.

## From one-site algebra to the string

`site_algebra` checks the $2\times2$ products entry by entry. `tensor_mul` exchanges a product over sites with a sum over intermediate configurations, which is why tensor products multiply site by site. `tensor_add` isolates the one factor in which two tensor products differ, and `tensor_cancel` is the case where these factors sum to zero.

`majorana_eq` combines the adjoint with this additivity to obtain the string forms of $A_j$ and $B_j$. In `majorana_anticommutation`, the local statement `anti` is the sign argument for different sites, and `lt_trichotomy` separates the cases $i<j$, $i=j$ and $i>j$.

`neighbour_bond` compares factors site by site: `split_ifs` separates the positions and `omega` discards impossible ones. The main theorem is then an induction on `r`, in which `List.range_succ` appends the last pair and `hsq`, the statement $X_j^2=1$, removes the repeated spin. `three_qubits` applies `neighbour_bond` to each pair and compares the three factors.

## What a code may take from this

The identity is between operators, so it holds in every state of a finite chain, interacting or not. The step left to the user is the Wick factorisation: the file contains no state, Hamiltonian or expectation value, and a code must establish separately that its state is Gaussian. The formula as written is for the sign of $B_j$ and the string direction defined above; replacing every $B_j$ by $-B_j$ alone multiplies the string by $(-1)^r$. In a Kronecker-product implementation, site 0 is the leftmost factor of the tensor products written above.
